# Above a periodic row of line charges, the field approaches that of a uniform sheet exponentially with height

For real x and y > 0,

Σ_{m ≥ 1} 2 exp(−m y) cos(m x) / m = y − log(2 cosh y − 2 cos x).

In Gaussian units, and with the reference potential chosen below, the sum is the potential at height y above an infinite row of unit line charges with spacing 2π, minus the potential −y of a uniform sheet with the same mean charge. The vector difference between the row field and the sheet field has magnitude at most 2 exp(−y) / (1 − exp(−y)).

## Charges, units and the reference potential

Infinitely long line charges, perpendicular to the xy-plane, cross the x-axis at all integer multiples of 2π. How quickly does their discreteness fade as one moves away?

In Gaussian units, a line with unit charge per length has potential −2 log r at distance r. The row has mean surface charge 1/(2π), so the equivalent sheet has unit field above it and potential −y. Lengths are scaled: for a physical spacing d and height h, y = 2πh/d. The height is called y here, where surface physics usually writes z.

As pairs of lines are added symmetrically, the sum of their bare potentials diverges, but only by a constant independent of position. Each pair of charges added to the central one is therefore measured relative to its potential at the origin, which leaves the field of every finite row unchanged.

In the charge-free region outside a laterally periodic crystal surface or isolated slab, each lateral harmonic of the electrostatic potential with a nonzero wave vector likewise decays exponentially with distance from the surface, at a rate equal to the length of that wave vector. The theorems here treat fixed classical line charges, periodic in one direction.

## What the Lean statements say

A point is the complex number w = x + iy, written `⟨x, y⟩`. `linePotential a w` is the potential at w of a charge at the real point a, and `finiteRow N w` is that of 2N + 1 charges with the reference just described. For N = 0 only the central charge is present. The main theorems all assume y > 0.

- `finiteRow_tendsto`: as N grows, the potential of the finite row converges to `rowPotential x y`, which is −log(2 cosh y − 2 cos x).
- `hasSum_harmonic`: the harmonics sum to the closed form in the opening equation. Lean counts m from 0 and uses `harmonic (m + 1) x y`, so the orders are 1, 2, 3, and so on.
- `row_minus_sheet`: the finite-row potential minus −y converges to the sum of the harmonics. With the chosen reference, no constant is left over.
- `field_eq_neg_gradient`: `fieldX` and `fieldY` are minus the partial derivatives of the row potential.
- `field_near_sheet`: the squared distance between the row field and (0, 1) is at most the square of the bound above.

The logarithmic potential of a line and the potential −y of the sheet are inputs, standing for the solutions of Poisson's equation for these charges. The field of the infinite row is taken as minus the gradient of the limiting potential. The bound is for the infinite row. At a fixed point, a long finite row obeys it up to an error that vanishes as the row grows, a convergence of the fields that is not proved here. At heights much larger than its length, a finite row no longer resembles a sheet and the bound fails.

## From finite rows to the closed form

Let a_j = 2π(j + 1) for j = 0, …, N − 1. The pair at ±a_j contributes

−2 log|w − a_j| − 2 log|w + a_j| + 4 log a_j = −2 log|1 − (w/a_j)²|,

because (1 − (w/a_j)²) a_j² = −(w − a_j)(w + a_j). With the central charge, the potential of the finite row is −2 log|P_N(w)|, where

P_N(w) = w ∏_{j=0}^{N−1} (1 − (w/a_j)²).

Euler's product for the sine gives P_N(w) → 2 sin(w/2). Its squared modulus is

|2 sin(w/2)|² = 4 sin²(x/2) cosh²(y/2) + 4 cos²(x/2) sinh²(y/2)

= 4 sin²(x/2) + 4 sinh²(y/2)

= 2 cosh y − 2 cos x.

Call this D. For y > 0 it is positive, since cosh y > 1 ≥ cos x. The logarithm is continuous there, so the potentials converge to −log D.

## Summing the harmonics

Put z = exp(−y + ix), so that |z| = exp(−y) < 1. The logarithm series is

Σ_{m ≥ 1} z^m / m = −log(1 − z).

Twice its real part is

Σ_{m ≥ 1} 2 exp(−m y) cos(m x) / m = −log|1 − z|².

Here

|1 − z|² = 1 − 2 exp(−y) cos x + exp(−2y) = exp(−y) D,

so the sum is y − log D. This is the row potential −log D minus the sheet potential −y.

## The distance from the sheet field

Differentiating −log D gives the field components

E_x = 2 sin x / D, E_y = 2 sinh y / D.

Since sinh y − cosh y = −exp(−y),

E_x² + (E_y − 1)² = [4 sin² x + 4 (cos x − exp(−y))²] / D²

= 4 [1 − 2 exp(−y) cos x + exp(−2y)] / D²

= 4 exp(−y) / D.

Finally, cos x ≤ 1 gives

D ≥ 2 cosh y − 2 = exp(y) (1 − exp(−y))².

The squared distance is therefore at most 4 exp(−2y) / (1 − exp(−y))², and the square root is the stated bound. Directly above a charge cos x = 1, and the two sides agree.

## Numbers at y = log 2

Take x = π, midway between two charges. Then exp(−y) = 1/2, cosh y = 5/4 and D = 9/2, so the closed form is

log 2 − log(9/2) = log(4/9) ≈ −0.811.

The harmonics are −1, 1/4, −1/12, 1/32, −1/80, 1/192, and so on. The first six add up to about −0.809.

At this point E_x = 0 and E_y = 1/3, which is 2/3 away from the sheet field; the bound is 2. Above a charge, at x = 0, D = 1/2 and E_y = 3, so the distance is exactly 2. At a height of one full spacing, y = 2π, the bound has fallen to about 0.0037.

## The complete Lean file

```lean
import Mathlib

open Filter Topology
open scoped Real

namespace LineChargeRow

noncomputable section

/-- Potential at `w = x + i y` of a unit line charge at the real point `a`, in Gaussian units, for
`w ≠ a`. -/
def linePotential (a : ℝ) (w : ℂ) : ℝ := -2 * Real.log ‖w - a‖

/-- Potential of `2 N + 1` line charges with spacing `2 π`, centred at the origin, away from the
charges. Each pair added to the central charge is measured relative to its value at the origin. -/
def finiteRow (N : ℕ) (w : ℂ) : ℝ :=
  linePotential 0 w + ∑ j ∈ Finset.range N,
    (linePotential (2 * π * ((j : ℝ) + 1)) w + linePotential (-(2 * π * ((j : ℝ) + 1))) w
      - 2 * linePotential (2 * π * ((j : ℝ) + 1)) 0)

/-- The polynomial in `w` with simple zeros at the charges of the finite row. -/
def sineProduct (N : ℕ) (w : ℂ) : ℂ :=
  w * ∏ j ∈ Finset.range N, (1 - (w / ((2 * π * ((j : ℝ) + 1) : ℝ) : ℂ)) ^ 2)

/-- The closed form `-log (2 cosh y - 2 cos x)`, away from the charges. -/
def rowPotential (x y : ℝ) : ℝ := -Real.log (2 * Real.cosh y - 2 * Real.cos x)

/-- The harmonic of order `m ≥ 1`, periodic in `x` and decaying exponentially as `y` increases. -/
def harmonic (m : ℕ) (x y : ℝ) : ℝ := 2 * Real.exp (-(m * y)) * Real.cos (m * x) / m

/-- Field component along the row, away from the charges. -/
def fieldX (x y : ℝ) : ℝ := 2 * Real.sin x / (2 * Real.cosh y - 2 * Real.cos x)

/-- Field component normal to the row, away from the charges. -/
def fieldY (x y : ℝ) : ℝ := 2 * Real.sinh y / (2 * Real.cosh y - 2 * Real.cos x)

/-- For `y > 0`, `2 cosh y - 2 cos x` is positive. -/
lemma gap_pos (x : ℝ) {y : ℝ} (hy : 0 < y) : 0 < 2 * Real.cosh y - 2 * Real.cos x := by
  linarith [Real.one_lt_cosh.mpr hy.ne', Real.cos_le_one x]

/-- Off the real axis, the potential of a finite row is `-2 log` of the modulus of the polynomial
with zeros at the charges, and that polynomial does not vanish. -/
lemma finiteRow_eq {w : ℂ} (hw : w.im ≠ 0) (N : ℕ) :
    sineProduct N w ≠ 0 ∧ finiteRow N w = -2 * Real.log ‖sineProduct N w‖ := by
  have hs : ∀ a : ℝ, w - a ≠ 0 := fun a h => hw (by simpa using congrArg Complex.im h)
  -- one pair of charges gives one factor
  have pair : ∀ a : ℝ, a ≠ 0 → 1 - (w / (a : ℂ)) ^ 2 ≠ 0 ∧
      -2 * Real.log ‖1 - (w / (a : ℂ)) ^ 2‖ =
        linePotential a w + linePotential (-a) w - 2 * linePotential a 0 := by
    intro a ha
    have hc : (a : ℂ) ≠ 0 := by exact_mod_cast ha
    have e : w / (a : ℂ) * a = w := div_mul_cancel₀ _ hc
    have hfac : (1 - (w / (a : ℂ)) ^ 2) * ((a : ℂ) * a) =
        -((w - a) * (w - ((-a : ℝ) : ℂ))) := by
      push_cast
      linear_combination (-(w / (a : ℂ) * a) - w) * e
    have hf : 1 - (w / (a : ℂ)) ^ 2 ≠ 0 := by
      intro h
      rw [h, zero_mul] at hfac
      exact neg_ne_zero.mpr (mul_ne_zero (hs a) (hs (-a))) hfac.symm
    have hn := norm_ne_zero_iff.mpr hc
    have hl := congrArg (fun z : ℂ => Real.log ‖z‖) hfac
    simp only [norm_neg, norm_mul] at hl
    rw [Real.log_mul (norm_ne_zero_iff.mpr hf) (mul_ne_zero hn hn), Real.log_mul hn hn,
      Real.log_mul (norm_ne_zero_iff.mpr (hs a)) (norm_ne_zero_iff.mpr (hs (-a)))] at hl
    refine ⟨hf, ?_⟩
    unfold linePotential
    rw [zero_sub, norm_neg]
    linarith
  induction N with
  | zero => exact ⟨by simpa [sineProduct] using hs 0,
      by simp [finiteRow, linePotential, sineProduct]⟩
  | succ N ih =>
    obtain ⟨hp, hl⟩ := ih
    obtain ⟨fp, fl⟩ := pair (2 * π * ((N : ℝ) + 1)) (by positivity)
    have e : sineProduct (N + 1) w = sineProduct N w *
        (1 - (w / ((2 * π * ((N : ℝ) + 1) : ℝ) : ℂ)) ^ 2) := by
      unfold sineProduct
      rw [Finset.prod_range_succ]
      ring
    rw [e]
    refine ⟨mul_ne_zero hp fp, ?_⟩
    rw [norm_mul, Real.log_mul (norm_ne_zero_iff.mpr hp) (norm_ne_zero_iff.mpr fp)]
    unfold finiteRow at hl ⊢
    rw [Finset.sum_range_succ]
    linarith

/-- Euler's sine product, with zeros at the positions of the line charges. -/
lemma sineProduct_tendsto (w : ℂ) :
    Tendsto (fun N => sineProduct N w) atTop (𝓝 (2 * Complex.sin (w / 2))) := by
  have hπ : (π : ℂ) ≠ 0 := by exact_mod_cast Real.pi_ne_zero
  have h := Complex.tendsto_euler_sin_prod (w / (2 * π))
  have h1 : (π : ℂ) * (w / (2 * π)) = w / 2 := by field_simp
  have h2 : ∀ j : ℕ, (w / (2 * π)) ^ 2 / ((j : ℂ) + 1) ^ 2 =
      (w / ((2 * π * ((j : ℝ) + 1) : ℝ) : ℂ)) ^ 2 := by
    intro j
    push_cast
    rw [← div_pow, div_div]
  simp only [h1, h2] at h
  exact (h.const_mul 2).congr (fun N => by unfold sineProduct; ring)

/-- The squared modulus of `2 sin (w / 2)` at `w = x + i y` is `2 cosh y - 2 cos x`. -/
lemma normSq_sine (x y : ℝ) : Complex.normSq (2 * Complex.sin ((⟨x, y⟩ : ℂ) / 2)) =
    2 * Real.cosh y - 2 * Real.cos x := by
  have hw : (⟨x, y⟩ : ℂ) / 2 = ((x / 2 : ℝ) : ℂ) + ((y / 2 : ℝ) : ℂ) * Complex.I := by
    rw [Complex.mk_eq_add_mul_I]
    push_cast
    ring
  have e : 2 * Complex.sin ((⟨x, y⟩ : ℂ) / 2) =
      ((2 * (Real.sin (x / 2) * Real.cosh (y / 2)) : ℝ) : ℂ) +
        ((2 * (Real.cos (x / 2) * Real.sinh (y / 2)) : ℝ) : ℂ) * Complex.I := by
    rw [hw, Complex.sin_add_mul_I]
    push_cast
    ring
  have hx : Real.cos x = 2 * Real.cos (x / 2) ^ 2 - 1 := by
    rw [← Real.cos_two_mul]
    congr 1
    ring
  have hy : Real.cosh y = Real.cosh (y / 2) ^ 2 + Real.sinh (y / 2) ^ 2 := by
    rw [← Real.cosh_two_mul]
    congr 1
    ring
  rw [e, Complex.normSq_add_mul_I]
  linear_combination 2 * hx - 2 * hy + 4 * Real.cosh (y / 2) ^ 2 * Real.sin_sq_add_cos_sq (x / 2)
    + (2 - 4 * Real.cos (x / 2) ^ 2) * Real.cosh_sq (y / 2)

/-- At height `y > 0` the potentials of longer and longer finite rows converge to
`-log (2 cosh y - 2 cos x)`. -/
theorem finiteRow_tendsto (x : ℝ) {y : ℝ} (hy : 0 < y) :
    Tendsto (fun N => finiteRow N ⟨x, y⟩) atTop (𝓝 (rowPotential x y)) := by
  have hs : rowPotential x y = -2 * Real.log ‖2 * Complex.sin ((⟨x, y⟩ : ℂ) / 2)‖ := by
    rw [rowPotential, ← normSq_sine, ← Complex.sq_norm, Real.log_pow]
    push_cast
    ring
  have hne : ‖2 * Complex.sin ((⟨x, y⟩ : ℂ) / 2)‖ ≠ 0 := by
    intro h
    have h2 := normSq_sine x y
    rw [← Complex.sq_norm, h] at h2
    linarith [gap_pos x hy]
  rw [hs]
  exact (((sineProduct_tendsto ⟨x, y⟩).norm.log hne).const_mul (-2)).congr
    (fun N => (finiteRow_eq (w := ⟨x, y⟩) hy.ne' N).2.symm)

/-- For `y > 0` the harmonics of order `1, 2, 3, ...` sum to `y - log (2 cosh y - 2 cos x)`. -/
theorem hasSum_harmonic (x : ℝ) {y : ℝ} (hy : 0 < y) :
    HasSum (fun m : ℕ => harmonic (m + 1) x y)
      (y - Real.log (2 * Real.cosh y - 2 * Real.cos x)) := by
  have h1 : ∀ z : ℂ, ‖z‖ < 1 →
      HasSum (fun m : ℕ => z ^ (m + 1) / ((m + 1 : ℕ) : ℂ)) (-Complex.log (1 - z)) := by
    intro z hz
    simpa using (hasSum_nat_add_iff' 1).mpr (Complex.hasSum_taylorSeries_neg_log hz)
  have hz : ‖Complex.exp (⟨-y, x⟩ : ℂ)‖ < 1 := by
    rw [Complex.norm_exp]
    exact Real.exp_lt_one_iff.mpr (by simpa using hy)
  have hterm : ∀ n : ℕ, 2 * Complex.reCLM (Complex.exp (⟨-y, x⟩ : ℂ) ^ n / (n : ℂ)) =
      harmonic n x y := by
    intro n
    have hr : ((n : ℂ) * ⟨-y, x⟩).re = -(n * y) := by
      simp only [Complex.mul_re, Complex.natCast_re, Complex.natCast_im]
      ring
    have hi : ((n : ℂ) * ⟨-y, x⟩).im = n * x := by
      simp only [Complex.mul_im, Complex.natCast_re, Complex.natCast_im]
      ring
    rw [Complex.reCLM_apply, ← Complex.exp_nat_mul, Complex.div_natCast_re, Complex.exp_re,
      hr, hi, harmonic]
    ring
  -- the modulus of `1 - z` carries the closed form
  have hn : ‖1 - Complex.exp (⟨-y, x⟩ : ℂ)‖ ^ 2 =
      Real.exp (-y) * (2 * Real.cosh y - 2 * Real.cos x) := by
    have hq : Real.exp (-y) * Real.exp y = 1 := by
      rw [← Real.exp_add]
      simp
    rw [Complex.sq_norm, Complex.normSq_apply, Real.cosh_eq]
    simp only [Complex.sub_re, Complex.sub_im, Complex.one_re, Complex.one_im,
      Complex.exp_re, Complex.exp_im]
    linear_combination Real.exp (-y) ^ 2 * Real.sin_sq_add_cos_sq x - hq
  have hl := congrArg Real.log hn
  rw [Real.log_pow, Real.log_mul (Real.exp_pos _).ne' (gap_pos x hy).ne', Real.log_exp] at hl
  push_cast at hl
  have hlim : 2 * Complex.reCLM (-Complex.log (1 - Complex.exp (⟨-y, x⟩ : ℂ))) =
      y - Real.log (2 * Real.cosh y - 2 * Real.cos x) := by
    rw [Complex.reCLM_apply, Complex.neg_re, Complex.log_re]
    linarith
  have h2 := (Complex.reCLM.hasSum (h1 _ hz)).mul_left 2
  rw [hlim] at h2
  simp only [hterm] at h2
  exact h2

/-- At height `y > 0` the potential of a finite row minus the sheet potential `-y` converges, as the
number of charges grows, to the sum of the harmonics of order `1, 2, 3, ...`. -/
theorem row_minus_sheet (x : ℝ) {y : ℝ} (hy : 0 < y) :
    Tendsto (fun N => finiteRow N ⟨x, y⟩ - (-y)) atTop
      (𝓝 (∑' m : ℕ, harmonic (m + 1) x y)) := by
  have e : y - Real.log (2 * Real.cosh y - 2 * Real.cos x) = rowPotential x y - (-y) := by
    unfold rowPotential
    ring
  rw [(hasSum_harmonic x hy).tsum_eq, e]
  exact (finiteRow_tendsto x hy).sub_const (-y)

/-- For `y > 0` the field components are minus the partial derivatives of the row potential. -/
theorem field_eq_neg_gradient (x : ℝ) {y : ℝ} (hy : 0 < y) :
    HasDerivAt (fun s => rowPotential s y) (-fieldX x y) x ∧
    HasDerivAt (fun t => rowPotential x t) (-fieldY x y) y := by
  have hne := (gap_pos x hy).ne'
  unfold rowPotential fieldX fieldY
  constructor
  · refine ((((Real.hasDerivAt_cos x).const_mul 2).const_sub
      (2 * Real.cosh y)).log hne).fun_neg.congr_deriv ?_
    ring
  · exact ((((Real.hasDerivAt_cosh y).const_mul 2).sub_const (2 * Real.cos x)).log hne).fun_neg

/-- At height `y > 0` the row field differs from the unit normal field of the sheet by at most
`2 exp (-y) / (1 - exp (-y))` in magnitude, stated for the squares. -/
theorem field_near_sheet (x : ℝ) {y : ℝ} (hy : 0 < y) :
    fieldX x y ^ 2 + (fieldY x y - 1) ^ 2 ≤
      (2 * Real.exp (-y) / (1 - Real.exp (-y))) ^ 2 := by
  have hD := gap_pos x hy
  -- the squared difference has a closed form
  have hdev : fieldX x y ^ 2 + (fieldY x y - 1) ^ 2 =
      4 * Real.exp (-y) / (2 * Real.cosh y - 2 * Real.cos x) := by
    rw [fieldX, fieldY, div_sub_one hD.ne', div_pow, div_pow, ← add_div,
      div_eq_div_iff (pow_ne_zero 2 hD.ne') hD.ne', ← Real.cosh_sub_sinh]
    linear_combination 4 * (2 * Real.cosh y - 2 * Real.cos x) *
      (Real.sin_sq_add_cos_sq x - Real.cosh_sq y)
  have hq : 0 < 1 - Real.exp (-y) := sub_pos.mpr (Real.exp_lt_one_iff.mpr (by linarith))
  have hid : (1 - Real.exp (-y)) ^ 2 = 2 * Real.exp (-y) * (Real.cosh y - 1) := by
    rw [← Real.cosh_sub_sinh]
    linear_combination -Real.cosh_sq y
  rw [hdev, div_pow, div_le_div_iff₀ hD (pow_pos hq 2), hid]
  nlinarith [mul_nonneg (sq_nonneg (Real.exp (-y))) (sub_nonneg.mpr (Real.cos_le_one x))]

end

end LineChargeRow
```

```lean
#print axioms LineChargeRow.row_minus_sheet
#print axioms LineChargeRow.field_eq_neg_gradient
#print axioms LineChargeRow.field_near_sheet
```

```
'LineChargeRow.row_minus_sheet' depends on axioms: [propext, Classical.choice, Quot.sound]
'LineChargeRow.field_eq_neg_gradient' depends on axioms: [propext, Classical.choice, Quot.sound]
'LineChargeRow.field_near_sheet' depends on axioms: [propext, Classical.choice, Quot.sound]
```

## How Lean carries out the argument

`finiteRow_eq` identifies the finite-row potential with −2 log|P_N(w)| by induction on N. Its inner statement `pair` handles one pair of charges: `linear_combination` checks the factorisation, and taking logarithms of the moduli turns the product into a sum. Each logarithm rule needs nonzero factors, which is why the lemma also proves that P_N(w), called `sineProduct N w`, does not vanish off the real axis.

`sineProduct_tendsto` applies Mathlib's Euler product at w/(2π) and multiplies by 2. `normSq_sine` computes the squared modulus from the real and imaginary parts of the sine and the half-angle identities. `finiteRow_tendsto` then passes the limit through the modulus and the logarithm, with `gap_pos` supplying D > 0.

In `hasSum_harmonic`, `h1` is the logarithm series without its zeroth term, and `hz` places z inside the unit disc. The real part enters as the continuous linear map `Complex.reCLM`, which may be applied to a convergent series term by term. `hterm` identifies the resulting terms with the harmonics, while `hn` is the identity |1 − z|² = exp(−y) D. `row_minus_sheet` combines this sum with the limit of the finite rows.

`field_eq_neg_gradient` is the chain rule for the logarithm, once in each variable. In `field_near_sheet`, `hdev` is the closed form 4 exp(−y) / D of the squared distance, and `hid` rewrites (1 − exp(−y))² as 2 exp(−y) (cosh y − 1). After the denominators are cleared, what remains is that exp(−y)² (1 − cos x) is nonnegative; `nlinarith` receives this fact and closes the goal.
